# A three-level model whose second-order energy depends on the degenerate reference

The Kohn–Sham ground level of an open-shell atom can be degenerate. In its pure-state form, Görling–Levy perturbation theory then starts from a reference state chosen within that level. For a finite system with a nondegenerate Kohn–Sham ground state, the second-order energy of this theory is the limit of the correlation energy as the density is scaled uniformly to high density. With a degenerate level, suppose that first order assigns the same energy to every candidate reference. Does the choice still matter at second order, and which choice reproduces the true lowest energy at weak coupling?

The question can be settled in a model with three orthonormal states $|0\rangle,|1\rangle,|2\rangle$, numbered as in the code. The first two have unperturbed energy $0$ and the third has energy $D$. The gap $D>0$ is the cost of leaving the degenerate level. The perturbation $V$ has one real matrix element $w$, between $|1\rangle$ and $|2\rangle$, standing for the interaction that mixes in the excited state. At coupling strength $s$ the Hamiltonian is

$$H(s)=H_0+sV=\begin{pmatrix}0&0&0\\0&0&sw\\0&sw&D\end{pmatrix}.$$

The model has no electron density. Görling–Levy theory holds the density fixed by a potential that changes with the coupling, whereas here $V$ is a fixed matrix and enters linearly.

In Lean 4 with Mathlib:

```lean
import Mathlib

open Matrix Filter Topology

namespace DegenerateGoerlingLevy

noncomputable section
```

`levels` holds the diagonal of $H_0$, `coupling` is $V$, and `hamiltonian` is $H(s)$.

```lean
/-- The unperturbed levels: two degenerate states at energy `0` and one state at energy `D`. -/
def levels (D : ℝ) : Fin 3 → ℝ := ![0, 0, D]

/-- The perturbation, which couples only the second and third states, with strength `w`. -/
def coupling (w : ℝ) : Matrix (Fin 3) (Fin 3) ℝ := !![0, 0, 0; 0, 0, w; 0, w, 0]

/-- The Hamiltonian `H0 + s V` at coupling strength `s`. -/
def hamiltonian (D w s : ℝ) : Matrix (Fin 3) (Fin 3) ℝ :=
  Matrix.diagonal (levels D) + s • coupling w
```

The candidate references are the normalised real states $\psi_a=(\cos a,\sin a,0)$.

```lean
/-- The reference state `(cos a, sin a, 0)` in the degenerate level. -/
def reference (a : ℝ) : Fin 3 → ℝ := ![Real.cos a, Real.sin a, 0]
```

An energy of a matrix is a real number $\mu$ with a nonzero real eigenvector. For the symmetric matrix $H(s)$ this gives the whole spectrum.

```lean
/-- The energies of a real Hamiltonian matrix: the numbers that have a nonzero eigenvector. -/
def energies (A : Matrix (Fin 3) (Fin 3) ℝ) : Set ℝ :=
  {μ | ∃ x : Fin 3 → ℝ, x ≠ 0 ∧ A *ᵥ x = μ • x}
```

For unperturbed levels $e_k$ and a normalised reference $\psi$ of energy $E_0$, the second-order energy is

$$E_2(\psi)=\sum_{k:\,e_k\neq E_0}\frac{(V\psi)_k^2}{E_0-e_k}.$$

The whole degenerate level is left out of the sum, so no denominator vanishes.

```lean
/-- The second-order energy of a normalised reference `ψ` of energy `E0`, as a sum over the
unperturbed states whose level `e k` differs from `E0`. -/
def secondOrder (e : Fin 3 → ℝ) (V : Matrix (Fin 3) (Fin 3) ℝ) (E0 : ℝ)
    (ψ : Fin 3 → ℝ) : ℝ :=
  ∑ k ∈ Finset.univ.filter (fun k => e k ≠ E0), (V *ᵥ ψ) k ^ 2 / (E0 - e k)
```

The last definition names the number $G(s)=\tfrac12\left(D-\sqrt{D^2+4s^2w^2}\right)$, which parts (d) to (f) examine.

```lean
/-- The closed form `(D - √(D² + 4 s² w²)) / 2`. -/
def groundEnergy (D w s : ℝ) : ℝ := (D - Real.sqrt (D ^ 2 + 4 * (s * w) ^ 2)) / 2
```

## (a) First order does not separate the references

**Task.** Show that for all real $a$ and $b$

$$H_0\psi_a=0,\qquad \langle\psi_a|V|\psi_b\rangle=0 .$$

**Solution.** $H_0$ acts only on component 2, which is zero in $\psi_a$. Next, $V\psi_b=(0,0,w\sin b)$, and its overlap with $\psi_a$ is zero for the same reason. Taking $a=b$ gives a vanishing first-order energy. Since $\psi_0$ and $\psi_{\pi/2}$ span the level, the whole block of $V$ inside it is zero.

In the code `*ᵥ` applies a matrix to a vector and `⬝ᵥ` is the real inner product; `simp` multiplies out the components.

```lean
/-- Every reference has unperturbed energy zero, and the perturbation vanishes between any two
references. -/
theorem first_order_vanishes (D w a b : ℝ) :
    Matrix.diagonal (levels D) *ᵥ reference a = 0 ∧
      reference a ⬝ᵥ (coupling w *ᵥ reference b) = 0 := by
  constructor
  · ext i
    fin_cases i <;> simp [levels, reference, Matrix.mulVec_diagonal]
  · simp [reference, coupling, Matrix.mulVec, dotProduct, Fin.sum_univ_three]
```

## (b) The sum over states

**Task.** For $D>0$, show that

$$E_2(\psi_a)=-\frac{w^2\sin^2 a}{D}.$$

**Solution.** Only $k=2$ has a level different from $0$. There $(V\psi_a)_2=w\sin a$ and the denominator is $0-D$, which gives the result.

`Finset.sum_filter` turns the restricted sum into a sum with conditions, and `hD.ne'` keeps the term $k=2$.

```lean
/-- For `D > 0` the second-order energy of the reference `(cos a, sin a, 0)` is
`-w² sin² a / D`. -/
theorem secondOrder_reference {D : ℝ} (hD : 0 < D) (w a : ℝ) :
    secondOrder (levels D) (coupling w) 0 (reference a) =
      -(w ^ 2 * Real.sin a ^ 2 / D) := by
  have h0 : levels D 0 = 0 := rfl
  have h1 : levels D 1 = 0 := rfl
  have h2 : levels D 2 = D := rfl
  have hv : (coupling w *ᵥ reference a) 2 = w * Real.sin a := by
    simp [reference, coupling, Matrix.mulVec, dotProduct, Fin.sum_univ_three]
  unfold secondOrder
  rw [Finset.sum_filter, Fin.sum_univ_three]
  simp only [h0, h1, h2, hv, ne_eq, not_true_eq_false, if_false, hD.ne',
    not_false_eq_true, if_true, zero_add, zero_sub]
  rw [div_neg, mul_pow]
```

## (c) The eigenvalue equation in components

**Task.** Show that $H(s)x=\mu x$ is equivalent to

$$0=\mu x_0,\qquad sw\,x_2=\mu x_1,\qquad sw\,x_1+Dx_2=\mu x_2 .$$

**Solution.** These are the three rows of the matrix equation. The code computes the rows of $H(s)x$ as `h0`, `h1` and `h2`, then uses them in both directions.

```lean
/-- The eigenvalue equation of `H0 + s V`, written component by component. -/
theorem eigen_iff (D w s μ : ℝ) (x : Fin 3 → ℝ) :
    hamiltonian D w s *ᵥ x = μ • x ↔
      0 = μ * x 0 ∧ s * w * x 2 = μ * x 1 ∧ s * w * x 1 + D * x 2 = μ * x 2 := by
  have h0 : (hamiltonian D w s *ᵥ x) 0 = 0 := by
    simp [hamiltonian, levels, coupling, Matrix.mulVec, dotProduct, Fin.sum_univ_three]
  have h1 : (hamiltonian D w s *ᵥ x) 1 = s * w * x 2 := by
    simp [hamiltonian, levels, coupling, Matrix.mulVec, dotProduct, Fin.sum_univ_three,
      Matrix.diagonal_apply]
  have h2 : (hamiltonian D w s *ᵥ x) 2 = s * w * x 1 + D * x 2 := by
    simp [hamiltonian, levels, coupling, Matrix.mulVec, dotProduct, Fin.sum_univ_three,
      Matrix.diagonal_apply]
  constructor
  · intro h
    exact ⟨h0.symm.trans (congrFun h 0), h1.symm.trans (congrFun h 1),
      h2.symm.trans (congrFun h 2)⟩
  · rintro ⟨e0, e1, e2⟩
    ext i
    fin_cases i
    · exact h0.trans e0
    · exact h1.trans e1
    · exact h2.trans e2
```

## (d) A quadratic equation for $G$

**Task.** For $D>0$, show that

$$G\le 0,\qquad G(G-D)=s^2w^2 .$$

**Solution.** Write $R=\sqrt{D^2+4s^2w^2}$. Then $R\ge D$, so $G=(D-R)/2\le0$. Also $G-D=-(D+R)/2$, and therefore

$$G(G-D)=\frac{R^2-D^2}{4}=s^2w^2 .$$

The code takes the value of $R^2$ from `Real.sq_sqrt`, and `linear_combination hr / 4` is the last line of algebra.

```lean
/-- For `D > 0` the closed form is nonpositive and solves `E (E - D) = s² w²`. -/
theorem groundEnergy_spec {D : ℝ} (hD : 0 < D) (w s : ℝ) :
    groundEnergy D w s ≤ 0 ∧
      groundEnergy D w s * (groundEnergy D w s - D) = (s * w) ^ 2 := by
  have hr := Real.sq_sqrt (show 0 ≤ D ^ 2 + 4 * (s * w) ^ 2 by positivity)
  have hle : D ≤ Real.sqrt (D ^ 2 + 4 * (s * w) ^ 2) :=
    (Real.le_sqrt' hD).2 (by nlinarith [sq_nonneg (s * w)])
  unfold groundEnergy
  constructor
  · linarith
  · linear_combination hr / 4
```

## (e) The lowest energy

**Task.** For $D>0$, show that

$$\min\operatorname{spec}H(s)=G(s).$$

**Solution.** Try $x=(0,\,D-G,\,-sw)$. It is nonzero because $D-G\ge D>0$. Row 1 requires $-s^2w^2=G(D-G)$, which is part (d). Row 2 reads $sw(D-G)-Dsw=-G\,sw$, which is an identity. The normalised state is $x/\sqrt{(D-G)^2+s^2w^2}$.

Now suppose that some $\mu<G$ has an eigenvector $x$. Then $\mu<0$. Multiplying row 2 by $\mu$ and inserting row 1 gives

$$\left[\mu(\mu-D)-s^2w^2\right]x_2=0 .$$

By part (d) the bracket equals $(\mu-G)(\mu+G-D)$, a product of two negative numbers, so it is positive. Hence $x_2=0$. The other two rows give $\mu x_1=0$ and $\mu x_0=0$, so $x=0$, a contradiction.

`IsLeast` asks for these two halves: $G$ is an energy, and no energy lies below it. In the second half `key` is the displayed equation and `hpos` is the sign of the bracket.

```lean
/-- For `D > 0` the lowest eigenvalue of `H0 + s V` is `(D - √(D² + 4 s² w²)) / 2`. -/
theorem groundEnergy_isLeast {D : ℝ} (hD : 0 < D) (w s : ℝ) :
    IsLeast (energies (hamiltonian D w s)) (groundEnergy D w s) := by
  obtain ⟨hn, hq⟩ := groundEnergy_spec hD w s
  set G := groundEnergy D w s
  constructor
  · refine ⟨![0, D - G, -(s * w)], ?_, (eigen_iff _ _ _ _ _).2 ⟨by simp, ?_, ?_⟩⟩
    · intro h
      have h1 : D - G = 0 := congrFun h 1
      linarith
    · show s * w * (-(s * w)) = G * (D - G)
      linear_combination hq
    · show s * w * (D - G) + D * (-(s * w)) = G * (-(s * w))
      ring
  · rintro μ ⟨x, hx, h⟩
    by_contra hlt
    have hlt' : μ < G := not_le.1 hlt
    have hμ : μ < 0 := by linarith
    obtain ⟨e0, e1, e2⟩ := (eigen_iff _ _ _ _ _).1 h
    -- below `G` the characteristic polynomial has no root, so the eigenvector vanishes
    have key : (μ * (μ - D) - (s * w) ^ 2) * x 2 = 0 := by
      linear_combination -μ * e2 - (s * w) * e1
    have hpos : 0 < μ * (μ - D) - (s * w) ^ 2 := by
      have := mul_pos_of_neg_of_neg (show μ - G < 0 by linarith)
        (show μ + G - D < 0 by linarith)
      nlinarith
    have x2 : x 2 = 0 := (mul_eq_zero.1 key).resolve_left hpos.ne'
    have x0 : x 0 = 0 := (mul_eq_zero.1 e0.symm).resolve_left hμ.ne
    rw [x2, mul_zero] at e1
    have x1 : x 1 = 0 := (mul_eq_zero.1 e1.symm).resolve_left hμ.ne
    apply hx
    ext i
    fin_cases i
    · exact x0
    · exact x1
    · exact x2
```

## (f) Weak coupling

**Task.** For $D>0$, show that

$$\lim_{s\to0,\;s\ne0}\frac{G(s)}{s^2}=-\frac{w^2}{D}.$$

**Solution.** For $s\neq0$, dividing the equation of part (d) by $s^2(G-D)$ gives

$$\frac{G}{s^2}=-\frac{w^2}{D-G}.$$

$G$ is continuous and $G(0)=0$, so the right side tends to $-w^2/D$.

The filter `𝓝[≠] 0` expresses the approach through nonzero $s$. The code proves the limit of the right side as `h1`, then transfers it to the quotient with `congr'`.

```lean
/-- For `D > 0` the lowest energy divided by `s²` tends to `-w² / D` as `s` tends to zero
through nonzero values. -/
theorem groundEnergy_limit {D : ℝ} (hD : 0 < D) (w : ℝ) :
    Tendsto (fun s => groundEnergy D w s / s ^ 2) (𝓝[≠] 0) (𝓝 (-(w ^ 2 / D))) := by
  have hc : Continuous (fun s => groundEnergy D w s) := by
    unfold groundEnergy
    fun_prop
  have hG0 : groundEnergy D w 0 = 0 := by
    simp [groundEnergy, Real.sqrt_sq hD.le]
  have h0 : Tendsto (fun s => groundEnergy D w s) (𝓝[≠] 0) (𝓝 0) := by
    have h := hc.tendsto 0
    simp only [hG0] at h
    exact h.mono_left nhdsWithin_le_nhds
  have hd : Tendsto (fun s => D - groundEnergy D w s) (𝓝[≠] 0) (𝓝 D) := by
    simpa using (tendsto_const_nhds (x := D)).sub h0
  have h1 : Tendsto (fun s => -(w ^ 2 / (D - groundEnergy D w s))) (𝓝[≠] 0)
      (𝓝 (-(w ^ 2 / D))) := (tendsto_const_nhds.div hd hD.ne').neg
  refine h1.congr' ?_
  filter_upwards [self_mem_nhdsWithin] with s hs
  have hs' : s ≠ 0 := hs
  obtain ⟨hn, hq⟩ := groundEnergy_spec hD w s
  have hne : D - groundEnergy D w s ≠ 0 := by linarith
  -- the quadratic equation turns `E / s²` into `-w² / (D - E)`
  rw [← neg_div, div_eq_div_iff hne (pow_ne_zero 2 hs')]
  linear_combination hq
```

## (g) Which references give the right coefficient

**Task.** Let $D>0$ and $w\ne0$, and let $E(s)$ be the lowest energy of $H(s)$ for every $s$. Show that $E(s)/s^2$ has the limit found in (f), that $E_2(\psi_a)$ has the value found in (b), and that

$$E_2(\psi_a)=\lim_{s\to0,\;s\neq0}\frac{E(s)}{s^2}\iff\cos a=0 .$$

**Solution.** A set has at most one least element, so $E=G$ by part (e), and part (f) gives the limit. Subtracting it from the result of (b) leaves

$$E_2(\psi_a)+\frac{w^2}{D}=\frac{w^2(1-\sin^2a)}{D}=\frac{w^2\cos^2a}{D}.$$

Since $w\neq0$, this vanishes exactly when $\cos a=0$.

The hypothesis `hE` says that `E s` is the least energy at each `s`, and `hEG` identifies it with `groundEnergy`. The two directions of the equivalence use $\sin^2a+\cos^2a=1$.

The successful references are $\pm|1\rangle$. The normalised ground state of part (e) also tends to $|1\rangle$ as $s\to0$. In this three-level model with a fixed linear perturbation, the second-order energy of any other normalised real reference in the level lies above the limit of $E(s)/s^2$, although first order gives no warning.

```lean
/-- Let `D > 0`, `w ≠ 0`, and let `E s` be the lowest eigenvalue of `H0 + s V`. Then `E s / s²`
tends to `-w² / D` as `s → 0`, `s ≠ 0`, while the reference `(cos a, sin a, 0)` has second-order
energy `-w² sin² a / D`, which equals that limit exactly when `cos a = 0`. -/
theorem second_order_depends_on_reference {D w : ℝ} (hD : 0 < D) (hw : w ≠ 0) (E : ℝ → ℝ)
    (hE : ∀ s, IsLeast (energies (hamiltonian D w s)) (E s)) :
    Tendsto (fun s => E s / s ^ 2) (𝓝[≠] 0) (𝓝 (-(w ^ 2 / D))) ∧
      ∀ a, secondOrder (levels D) (coupling w) 0 (reference a) =
          -(w ^ 2 * Real.sin a ^ 2 / D) ∧
        (secondOrder (levels D) (coupling w) 0 (reference a) = -(w ^ 2 / D) ↔
          Real.cos a = 0) := by
  have hEG : E = fun s => groundEnergy D w s :=
    funext fun s => (hE s).unique (groundEnergy_isLeast hD w s)
  refine ⟨by rw [hEG]; exact groundEnergy_limit hD w, fun a =>
    ⟨secondOrder_reference hD w a, ?_⟩⟩
  rw [secondOrder_reference hD, neg_inj, div_left_inj' hD.ne']
  constructor
  · intro h
    -- the missing energy is proportional to `w² cos² a`
    have h' : w ^ 2 * Real.cos a ^ 2 = 0 := by
      linear_combination w ^ 2 * Real.sin_sq_add_cos_sq a - h
    exact (pow_eq_zero_iff two_ne_zero).1
      ((mul_eq_zero.1 h').resolve_left (pow_ne_zero 2 hw))
  · intro h
    have h' := Real.sin_sq_add_cos_sq a
    rw [h] at h'
    linear_combination w ^ 2 * h'

end

end DegenerateGoerlingLevy
```

```lean
#print axioms DegenerateGoerlingLevy.first_order_vanishes
#print axioms DegenerateGoerlingLevy.second_order_depends_on_reference
```

```
'DegenerateGoerlingLevy.first_order_vanishes' depends on axioms: [propext, Classical.choice, Quot.sound]
'DegenerateGoerlingLevy.second_order_depends_on_reference' depends on axioms: [propext, Classical.choice, Quot.sound]
```

## Numbers for $D=3$, $w=2$

At $s=1$ the root is $\sqrt{9+16}=5$, so $E=-1$ and $E/s^2=-1$. At $s=5/16$ the root is $13/4$, so $E=-1/8$ and $E/s^2=-1.28$. The limit is $-4/3$. The second-order energy is $0$ for $a=0$, $-2/3$ for $a=\pi/4$, and $-4/3$ for $a=\pi/2$.

## What happens at $w=0$ and at $D=0$

If $w=0$, the second-order energy and the limit are both zero for every $a$. They agree at $a=0$, where $\cos a=1$, so the equivalence in (g) fails.

Relaxing $D>0$ to $D\ge0$ breaks the limit. For $D=0$ and $w=1$ the lowest energy is $-|s|$, and $E/s^2=-1/|s|$ diverges. The excited state has then joined the degenerate level, and first order does lift the degeneracy.
